# First derivatives of a Cartesian p-Gaussian shell span six of the seven s-plus-d dimensions

## Gaussians, prefactors and two spaces

Let \(x_i\) be \(n\) real coordinates, \(r^2=\sum_k x_k^2\), and \(g=e^{-ar^2}\) with a real exponent \(a\). For \(n=3\) the index takes the values \(0,1,2\). The exponent sets the width of the Gaussian; \(a\neq0\) says, for \(n\ge1\), that \(g\) is not the constant function, and \(a>0\) makes it normalisable. The Cartesian p shell consists of the functions \(x_jg\), left unnormalised. For \(n=3\), \(a>0\) the normalised function is \(2\sqrt a\,(2a/\pi)^{3/4}x_jg\), and such a factor changes no span. Every function below is a polynomial, its prefactor, times \(g\). Define
\[K_{ij}=\delta_{ij}-2a\,x_ix_j,\qquad V_a=\operatorname{span}\{K_{ij}\},\qquad W=\operatorname{span}\{1,\;x_ix_j\},\]
with real spans over all \(i,j\). \(W\) holds the prefactors of one s function and one Cartesian d shell.

In the nonrelativistic limit of the Dirac equation the small component is proportional to \(\boldsymbol\sigma\cdot\mathbf p\) acting on the large one, with \(\boldsymbol\sigma\) the Pauli matrices and \(\mathbf p=-i\hbar\nabla\). Unrestricted kinetic balance drops the spin coupling and builds the small-component basis from scalar functions. For one uncontracted p shell on one centre, taking the derivatives themselves gives \(V_a\), taking every Cartesian Gaussian that occurs in them gives \(W\), and the second basis has one scalar function more.

**Claim.** \(\partial_i(x_jg)=K_{ij}\,g\) for every \(a\). For \(a\neq0\), \(\dim V_a=\binom{n+1}{2}\), \(1\notin V_a\), \(V_a\subset W\) and \(\dim W=\dim V_a+1\). For \(n=3\) the dimensions are 6 and 7.

## From the product rule to the dimension count

*Derivative.* From \(\partial_ix_k=\delta_{ik}\) follow \(\partial_ir^2=2x_i\) and \(\partial_ig=-2a\,x_ig\). The product rule gives
\[\partial_i(x_jg)=\delta_{ij}\,g-2a\,x_ix_j\,g=K_{ij}\,g.\]

*Dimension.* Since \(K_{ij}=K_{ji}\), the family can be labelled by unordered pairs \(\{i,j\}\) with \(i=j\) allowed, of which there are \(\binom{n+1}{2}\). The coefficient of the monomial \(x_kx_l\) in \(K_{ij}\) is \(-2a\) if \(\{i,j\}=\{k,l\}\) and zero otherwise. If \(\sum_{\{i,j\}}\gamma_{ij}K_{ij}=0\) with real \(\gamma_{ij}\), the coefficient of \(x_kx_l\) reads \(-2a\,\gamma_{kl}=0\), so all \(\gamma_{kl}\) vanish when \(a\neq0\). The family is a basis of \(V_a\).

*The constant is missing.* With \(e_k\) the unit vectors, define on polynomials \(p\) the linear functional
\[\varphi(p)=2a\,p(0)+\sum_k\bigl(p(e_k)-p(0)\bigr).\]
Here \(K_{ij}(0)=\delta_{ij}\) and \(K_{ij}(e_k)-K_{ij}(0)=-2a\,\delta_{ki}\delta_{kj}\), so \(\varphi(K_{ij})=2a\delta_{ij}-2a\delta_{ij}=0\), and \(\varphi\) vanishes on \(V_a\). Since \(\varphi(1)=2a\neq0\), the constant is not in \(V_a\).

*One dimension more.* Each \(K_{ij}\) lies in \(W\), and \(2a\,x_ix_j=\delta_{ij}-K_{ij}\) shows that each \(x_ix_j\) lies in \(V_a+\mathbb R\,1\). Hence \(W=V_a+\mathbb R\,1\). The intersection \(V_a\cap\mathbb R\,1\) is zero because \(1\notin V_a\), so \(\dim W=\dim V_a+1\). For \(p=q+c\) with \(q\in V_a\) and \(c\) real, \(\varphi(p)=2ac\); therefore \(V_a\) is the kernel of \(\varphi\) inside \(W\).

A wrong count of 7 arises from reading \(1-2a\,x_0^2\) as supplying \(1\) and \(x_0^2\) separately. A span contains the combination and need not contain its terms; the sum of the three diagonal prefactors is \(3-2ar^2\), not a constant.

## The objects in Lean

The index type `ι` is any finite type, and \(n\) is `Fintype.card ι`. The general statements include \(n=1\), where \(V_a\) is the line through \(1-2ax^2\), and \(n=0\), where \(V_a=\{0\}\) and \(W\) is the constants.

```lean
import Mathlib

open MvPolynomial Finset Module

namespace PShellKineticBalance

noncomputable section

variable {ι : Type*} [Fintype ι] [DecidableEq ι]
```

A point is a function `x : ι → ℝ`. The functions `gaussian a` and `pGauss a j` are \(g\) and \(x_jg\), centred at the origin.

```lean
/-- The Gaussian factor `exp (-a r²)`. -/
def gaussian (a : ℝ) (x : ι → ℝ) : ℝ := Real.exp (-a * ∑ k, x k ^ 2)

/-- The Cartesian p-Gaussian `x_j exp (-a r²)`. -/
def pGauss (a : ℝ) (j : ι) (x : ι → ℝ) : ℝ := x j * gaussian a x
```

Prefactors are formal polynomials, `MvPolynomial ι ℝ`, with `X i` the variable \(x_i\) and `C` the embedding of real constants; `kbPoly a i j` is \(K_{ij}\).

```lean
/-- The polynomial `δ_ij - 2a x_i x_j`. -/
def kbPoly (a : ℝ) (i j : ι) : MvPolynomial ι ℝ :=
  C (if i = j then 1 else 0) - C (2 * a) * (X i * X j)
```

`Sym2 ι` is the type of unordered pairs `s(i, j)`, diagonal included. Defining `kbSym` on it requires the proof of \(K_{ij}=K_{ji}\), which is supplied inside the definition.

```lean
/-- The polynomials `δ_ij - 2a x_i x_j` labelled by unordered pairs `{i, j}`. -/
def kbSym (a : ℝ) : Sym2 ι → MvPolynomial ι ℝ :=
  Sym2.lift ⟨fun i j => kbPoly a i j, fun i j => by
    show kbPoly a i j = kbPoly a j i
    unfold kbPoly
    rw [mul_comm (X i) (X j)]
    by_cases h : i = j
    · rw [if_pos h, if_pos h.symm]
    · rw [if_neg h, if_neg (Ne.symm h)]⟩
```

The spaces \(V_a\) and \(W\) are `kbSpan ι a` and `sdSpace ι`, both generated over ordered pairs, nine of them for \(n=3\), as in the definitions of \(V_a\) and \(W\).

```lean
/-- The span of all polynomials `δ_ij - 2a x_i x_j`. -/
def kbSpan (ι : Type*) [DecidableEq ι] (a : ℝ) : Submodule ℝ (MvPolynomial ι ℝ) :=
  Submodule.span ℝ (Set.range fun p : ι × ι => kbPoly a p.1 p.2)

/-- The s-plus-d prefactor space, spanned by `1` and all `x_i x_j`. -/
def sdSpace (ι : Type*) : Submodule ℝ (MvPolynomial ι ℝ) :=
  Submodule.span ℝ (insert 1 (Set.range fun p : ι × ι => X p.1 * X p.2))
```

The functional \(\varphi\) is `sDefect a`, with `Pi.single k 1` for \(e_k\). It is a linear map on all polynomials because evaluation at a point is linear.

```lean
/-- The linear functional `p ↦ 2a p(0) + ∑_k (p(e_k) - p(0))`, with `e_k` the unit vectors. -/
def sDefect (a : ℝ) : MvPolynomial ι ℝ →ₗ[ℝ] ℝ where
  toFun p := 2 * a * eval (0 : ι → ℝ) p
    + ∑ k, (eval (Pi.single k 1 : ι → ℝ) p - eval (0 : ι → ℝ) p)
  map_add' p q := by
    simp only [map_add, Finset.sum_sub_distrib, Finset.sum_add_distrib]
    ring
  map_smul' c p := by
    simp only [smul_eval, RingHom.id_apply, smul_eq_mul, ← mul_sub, ← Finset.mul_sum]
    ring
```

All dimensions refer to prefactor spaces. The transfer to functions \(p\,g\) rests on \(p\mapsto p\,g\) being injective, which the file does not state. Spinors, the operator \(\boldsymbol\sigma\cdot\mathbf p\), contraction over several exponents and several centres are absent from the model, and no integral is taken, which is why negative \(a\) is admitted.

## The partial derivative

The function `fun t => pGauss a j (Function.update x i t)` varies coordinate \(i\) with the others fixed, and `HasDerivAt` at `x i` is the partial derivative at \(x\). No condition on \(a\) enters. The steps `h` and `hs` are \(\partial_ix_k=\delta_{ik}\) and \(\partial_ir^2=2x_i\); `key` applies the chain rule to the exponential and the product rule to \(x_jg\), and `ring` collects the terms.

```lean
/-- The derivative of `x_j exp (-a r²)` along `x_i` is `(δ_ij - 2a x_i x_j) exp (-a r²)`. -/
theorem hasDerivAt_pGauss (a : ℝ) (i j : ι) (x : ι → ℝ) :
    HasDerivAt (fun t => pGauss a j (Function.update x i t))
      (eval x (kbPoly a i j) * gaussian a x) (x i) := by
  -- ∂_i x_k = δ_ik
  have h : ∀ k, HasDerivAt (fun t => Function.update x i t k)
      (if i = k then 1 else 0) (x i) := by
    intro k
    by_cases hk : i = k
    · subst hk
      rw [if_pos rfl]
      simp only [Function.update_self]
      exact hasDerivAt_id' _
    · rw [if_neg hk]
      simp only [Function.update_of_ne (Ne.symm hk)]
      exact hasDerivAt_const _ _
  -- ∂_i r² = 2 x_i
  have hs : HasDerivAt (fun t => ∑ k, Function.update x i t k ^ 2) (2 * x i) (x i) := by
    have := HasDerivAt.fun_sum (u := Finset.univ) (fun k _ => (h k).fun_pow 2)
    refine this.congr_deriv ?_
    simp [Function.update_eq_self]
  have key := (h j).fun_mul ((hs.const_mul (-a)).exp)
  unfold pGauss gaussian
  refine key.congr_deriv ?_
  simp only [Function.update_eq_self, kbPoly, map_sub, map_mul, eval_C, eval_X]
  ring
```

## Independence and the binomial dimension

A monomial is named by its exponent vector, and `Finsupp.single k 1 + Finsupp.single l 1` names \(x_kx_l\). Step `h0` says that this is not the constant monomial, so \(\delta_{ij}\) contributes nothing, and `hiff` says that two such monomials agree exactly when the unordered pairs agree.

```lean
omit [Fintype ι] in
/-- The coefficient of `x_k x_l` in `δ_ij - 2a x_i x_j` is `-2a` if `{i, j} = {k, l}`
and zero otherwise. -/
theorem coeff_kbPoly (a : ℝ) (i j k l : ι) :
    (kbPoly a i j).coeff (Finsupp.single k 1 + Finsupp.single l 1)
      = if s(i, j) = s(k, l) then -(2 * a) else 0 := by
  have h0 : (0 : ι →₀ ℕ) ≠ Finsupp.single k 1 + Finsupp.single l 1 := by
    intro h
    have := DFunLike.congr_fun h k
    simp only [Finsupp.add_apply, Finsupp.single_eq_same, Finsupp.zero_apply] at this
    omega
  have hiff : (Finsupp.single i 1 + Finsupp.single j 1 : ι →₀ ℕ)
      = Finsupp.single k 1 + Finsupp.single l 1 ↔ s(i, j) = s(k, l) := by
    rw [Finsupp.single_add_single_eq_single_add_single one_ne_zero one_ne_zero, Sym2.eq_iff]
    simp
  have hX : (X i * X j : MvPolynomial ι ℝ)
      = monomial (Finsupp.single i 1 + Finsupp.single j 1) 1 := by
    simp [X, monomial_mul]
  rw [kbPoly, coeff_sub, coeff_C, if_neg h0, coeff_C_mul, hX, coeff_monomial]
  by_cases h : s(i, j) = s(k, l)
  · rw [if_pos (hiff.2 h), if_pos h]; ring
  · rw [if_neg (mt hiff.1 h), if_neg h]; ring
```

In the independence proof `g` denotes the coefficients \(\gamma\), not the Gaussian. Taking the coefficient of \(x_kx_l\) in `hg` collapses the sum to \(\gamma_{kl}\cdot(-2a)=0\), and `ha` cancels the factor.

```lean
/-- For `a ≠ 0` the polynomials labelled by unordered pairs are linearly independent. -/
theorem linearIndependent_kbSym {a : ℝ} (ha : a ≠ 0) :
    LinearIndependent ℝ (kbSym (ι := ι) a) := by
  refine Fintype.linearIndependent_iff.2 fun g hg t => ?_
  induction t using Sym2.ind with
  | _ k l =>
    -- read off the coefficient of x_k x_l
    have hs : ∀ s, (g s • kbSym a s).coeff (Finsupp.single k 1 + Finsupp.single l 1)
        = if s = s(k, l) then g s * -(2 * a) else 0 := by
      intro s
      induction s using Sym2.ind with
      | _ i j =>
        have e : kbSym a s(i, j) = kbPoly a i j := rfl
        rw [e, coeff_smul, coeff_kbPoly]
        split_ifs <;> simp
    have h := congrArg
      (fun p : MvPolynomial ι ℝ => p.coeff (Finsupp.single k 1 + Finsupp.single l 1)) hg
    simp only [coeff_sum, coeff_zero, hs, Finset.sum_ite_eq', Finset.mem_univ, if_true] at h
    exact (mul_eq_zero.1 h).resolve_right (neg_ne_zero.2 (mul_ne_zero two_ne_zero ha))
```

Step `hr` identifies the generating set over ordered pairs with the range of `kbSym a`. The dimension is then the number of unordered pairs, given by `Sym2.card`.

```lean
/-- For `a ≠ 0` in `n` variables the span has dimension `C(n + 1, 2)`. -/
theorem finrank_kbSpan {a : ℝ} (ha : a ≠ 0) :
    finrank ℝ (kbSpan ι a) = (Fintype.card ι + 1).choose 2 := by
  have hr : (Set.range fun p : ι × ι => kbPoly a p.1 p.2) = Set.range (kbSym a) := by
    ext p
    constructor
    · rintro ⟨⟨i, j⟩, rfl⟩
      exact ⟨s(i, j), rfl⟩
    · rintro ⟨s, rfl⟩
      induction s using Sym2.ind with
      | _ i j => exact ⟨(i, j), rfl⟩
  rw [kbSpan, hr, finrank_span_eq_card (linearIndependent_kbSym ha)]
  convert Sym2.card (α := ι)
```

## The functional that separates the constant

`sDefect_values` holds for every \(a\). It suffices to check the generators: `term` is \(K_{ij}(e_k)-K_{ij}(0)\) and `hs` is \(\sum_k\delta_{ki}\delta_{kj}=\delta_{ij}\).

```lean
/-- The functional `sDefect` vanishes on the whole span and takes the value `2a` on `1`. -/
theorem sDefect_values (a : ℝ) :
    (∀ p ∈ kbSpan ι a, sDefect a p = 0) ∧ sDefect a (1 : MvPolynomial ι ℝ) = 2 * a := by
  have happ : ∀ p : MvPolynomial ι ℝ, sDefect a p = 2 * a * eval (0 : ι → ℝ) p
      + ∑ k, (eval (Pi.single k 1 : ι → ℝ) p - eval (0 : ι → ℝ) p) := fun _ => rfl
  refine ⟨?_, by rw [happ]; simp⟩
  have hle : kbSpan ι a ≤ LinearMap.ker (sDefect a) := by
    refine Submodule.span_le.2 ?_
    rintro _ ⟨⟨i, j⟩, rfl⟩
    show sDefect a (kbPoly a i j) = 0
    have hs : ∑ k, (Pi.single k 1 : ι → ℝ) i * (Pi.single k 1 : ι → ℝ) j
        = if i = j then 1 else 0 := by
      by_cases hij : i = j
      · subst hij
        simp [Pi.single_apply]
      · simp [Pi.single_apply, hij]
    have term : ∀ k, eval (Pi.single k 1 : ι → ℝ) (kbPoly a i j) - eval (0 : ι → ℝ) (kbPoly a i j)
        = -(2 * a) * ((Pi.single k 1 : ι → ℝ) i * (Pi.single k 1 : ι → ℝ) j) := by
      intro k
      simp only [kbPoly, map_sub, map_mul, eval_C, eval_X, Pi.zero_apply]
      ring
    rw [happ, Finset.sum_congr rfl fun k _ => term k, ← Finset.mul_sum, hs]
    simp only [kbPoly, map_sub, map_mul, eval_C, eval_X, Pi.zero_apply]
    ring
  exact fun p hp => LinearMap.mem_ker.1 (hle hp)
```

If \(1\) were in the span, the two halves would give \(2a=0\). At \(a=0\) and \(n\ge1\) the conclusion fails, since \(K_{ii}=1\).

```lean
/-- For `a ≠ 0` the constant polynomial `1` is not in the span. -/
theorem one_notMem_kbSpan {a : ℝ} (ha : a ≠ 0) : (1 : MvPolynomial ι ℝ) ∉ kbSpan ι a := by
  intro h
  have h1 := (sDefect_values (ι := ι) a).1 1 h
  rw [(sDefect_values (ι := ι) a).2] at h1
  exact mul_ne_zero two_ne_zero ha h1
```

## The span as a hyperplane of the s-plus-d space

The join `⊔` of submodules is their sum. Both inclusions are checked on generators; `e` is \(2a\,x_ix_j=\delta_{ij}-K_{ij}\), and `Submodule.smul_mem_iff` removes the nonzero factor \(2a\).

```lean
omit [Fintype ι] in
/-- For `a ≠ 0` the s-plus-d space is the sum of the span and the constants. -/
theorem sdSpace_eq {a : ℝ} (ha : a ≠ 0) :
    sdSpace ι = kbSpan ι a ⊔ Submodule.span ℝ {1} := by
  have hk : ∀ i j : ι, kbPoly a i j = (if i = j then (1 : ℝ) else 0) • (1 : MvPolynomial ι ℝ)
      - (2 * a) • (X i * X j) := by
    intro i j
    rw [kbPoly, smul_eq_C_mul, smul_eq_C_mul, mul_one]
  have h1 : (1 : MvPolynomial ι ℝ) ∈ kbSpan ι a ⊔ Submodule.span ℝ {1} :=
    Submodule.mem_sup_right (Submodule.mem_span_singleton_self _)
  have h1' : (1 : MvPolynomial ι ℝ) ∈ sdSpace ι := Submodule.subset_span (Set.mem_insert _ _)
  apply le_antisymm
  · refine Submodule.span_le.2 ?_
    rintro _ (rfl | ⟨⟨i, j⟩, rfl⟩)
    · exact h1
    · -- 2a x_i x_j = δ_ij - (δ_ij - 2a x_i x_j)
      have e : (2 * a) • (X i * X j : MvPolynomial ι ℝ)
          = (if i = j then (1 : ℝ) else 0) • 1 - kbPoly a i j := by
        rw [hk, sub_sub_cancel]
      have hm : (2 * a) • (X i * X j : MvPolynomial ι ℝ)
          ∈ kbSpan ι a ⊔ Submodule.span ℝ {1} := by
        rw [e]
        exact Submodule.sub_mem _ (Submodule.smul_mem _ _ h1)
          (Submodule.mem_sup_left (Submodule.subset_span ⟨(i, j), rfl⟩))
      exact (Submodule.smul_mem_iff _ (mul_ne_zero two_ne_zero ha)).1 hm
  · refine sup_le (Submodule.span_le.2 ?_) (Submodule.span_le.2 ?_)
    · rintro _ ⟨⟨i, j⟩, rfl⟩
      show kbPoly a i j ∈ sdSpace ι
      rw [hk]
      exact Submodule.sub_mem _ (Submodule.smul_mem _ _ h1') (Submodule.smul_mem _ _
        (Submodule.subset_span (Set.mem_insert_of_mem _ ⟨(i, j), rfl⟩)))
    · rintro _ rfl
      exact h1'
```

For the kernel description, an element of \(W\) is split as `q` plus `c` times \(1\); the condition `h0` reduces to \(c\cdot2a=0\).

```lean
/-- For `a ≠ 0` a polynomial lies in the span exactly when it lies in the s-plus-d space
and `sDefect` vanishes on it. -/
theorem mem_kbSpan_iff {a : ℝ} (ha : a ≠ 0) (p : MvPolynomial ι ℝ) :
    p ∈ kbSpan ι a ↔ p ∈ sdSpace ι ∧ sDefect a p = 0 := by
  rw [sdSpace_eq ha]
  refine ⟨fun h => ⟨Submodule.mem_sup_left h, (sDefect_values a).1 p h⟩, fun ⟨h, h0⟩ => ?_⟩
  obtain ⟨q, hq, r, hr, rfl⟩ := Submodule.mem_sup.1 h
  obtain ⟨c, rfl⟩ := Submodule.mem_span_singleton.1 hr
  rw [map_add, map_smul, (sDefect_values a).1 q hq, (sDefect_values a).2, zero_add,
    smul_eq_mul] at h0
  have hc : c = 0 := (mul_eq_zero.1 h0).resolve_right (mul_ne_zero two_ne_zero ha)
  rw [hc, zero_smul, add_zero]
  exact hq
```

Step `hinf` is \(V_a\cap\mathbb R\,1=\{0\}\), and the formula \(\dim(A+B)+\dim(A\cap B)=\dim A+\dim B\) for subspaces \(A,B\) gives the extra dimension.

```lean
/-- For `a ≠ 0` the s-plus-d space has one dimension more than the span. -/
theorem finrank_sdSpace {a : ℝ} (ha : a ≠ 0) :
    finrank ℝ (sdSpace ι) = finrank ℝ (kbSpan ι a) + 1 := by
  have : FiniteDimensional ℝ (kbSpan ι a) :=
    FiniteDimensional.span_of_finite ℝ (Set.finite_range _)
  have hinf : kbSpan ι a ⊓ Submodule.span ℝ {(1 : MvPolynomial ι ℝ)} = ⊥ := by
    rw [eq_bot_iff]
    rintro p ⟨hp, hq⟩
    obtain ⟨c, rfl⟩ := Submodule.mem_span_singleton.1 hq
    by_cases hc : c = 0
    · simp [hc]
    · exact absurd ((Submodule.smul_mem_iff _ hc).1 hp) (one_notMem_kbSpan ha)
  have h := Submodule.finrank_sup_add_finrank_inf_eq (kbSpan ι a)
    (Submodule.span ℝ {(1 : MvPolynomial ι ℝ)})
  rw [hinf, finrank_bot, add_zero, finrank_span_singleton one_ne_zero] at h
  rw [sdSpace_eq ha, h]
```

## Three dimensions

With `Fin 3` the binomial coefficient is \(\binom42=6\). The relation `<` between submodules is proper inclusion: containment comes from `mem_kbSpan_iff`, and equality would place \(1\) in the span.

```lean
/-- In three dimensions with `a ≠ 0` the nine polynomials span a six-dimensional space that
misses `1` and is a proper subspace of the seven-dimensional s-plus-d space. -/
theorem p_shell_three_dim {a : ℝ} (ha : a ≠ 0) :
    finrank ℝ (kbSpan (Fin 3) a) = 6 ∧ (1 : MvPolynomial (Fin 3) ℝ) ∉ kbSpan (Fin 3) a ∧
      kbSpan (Fin 3) a < sdSpace (Fin 3) ∧ finrank ℝ (sdSpace (Fin 3)) = 7 := by
  have h6 : finrank ℝ (kbSpan (Fin 3) a) = 6 := by
    rw [finrank_kbSpan ha, Fintype.card_fin]
    decide
  refine ⟨h6, one_notMem_kbSpan ha, ?_, by rw [finrank_sdSpace ha, h6]⟩
  refine lt_of_le_of_ne (fun p hp => ((mem_kbSpan_iff ha p).1 hp).1) fun h => ?_
  apply one_notMem_kbSpan (ι := Fin 3) ha
  rw [h]
  exact Submodule.subset_span (Set.mem_insert _ _)

end

end PShellKineticBalance
```

```lean
#print axioms PShellKineticBalance.hasDerivAt_pGauss
#print axioms PShellKineticBalance.p_shell_three_dim
```

```
'PShellKineticBalance.hasDerivAt_pGauss' depends on axioms: [propext, Classical.choice, Quot.sound]
'PShellKineticBalance.p_shell_three_dim' depends on axioms: [propext, Classical.choice, Quot.sound]
```

## Which d prefactors the span contains

The criterion `mem_kbSpan_iff` can be evaluated on further polynomials, though the file states none of the following cases as a theorem. For \(p=c+\sum_{ij}q_{ij}x_ix_j\) with real \(q_{ij}\) one finds \(\varphi(p)=2ac+\sum_kq_{kk}\). For \(n=3\) and \(a\neq0\) the five traceless d prefactors then have \(\varphi=0\) and belong to \(V_a\), with \(3-2ar^2\) as a sixth basis element, while \(\varphi(x_k^2)=1\) and \(\varphi(r^2)=3\) exclude \(x_k^2\) and \(r^2\). Of the two spherically symmetric functions \(g\) and \(r^2g\), the derivatives would thus reach the single combination \((3-2ar^2)\,g\), the divergence \(\sum_i\partial_i(x_ig)\).
